# Closed form of the coupling-integrated response energy for an invertible kernel $w$ scaled linearly, when $Xw$ is diagonalisable with real eigenvalues below 1

Switch on the electron-electron interaction gradually, from independent electrons at coupling $t=0$ to full strength at $t=1$, while holding the electron density fixed. The density response changes along the way, and the correlation energy depends on its average over the path. At a fixed imaginary frequency and in a finite real basis, the response of the independent electrons is a real matrix $X$. With the Coulomb matrix $v$ and an exchange-correlation kernel $f$, set $w=v+f$ and scale it linearly. The response at coupling $t$ is then

$$\chi_t=(1-tXw)^{-1}X,\qquad\text{which solves}\qquad \chi_t=X+tXw\chi_t .$$

Can the integral over $t$ be done analytically when $f\neq 0$?

It can if $w$ is invertible and $Xw=P\,\mathrm{diag}(a_i)\,P^{-1}$ with all $a_i$ real and below 1:

$$\int_0^1 \mathrm{tr}(v\chi_t)\,dt=-\mathrm{tr}\!\left(w^{-1}v\,P\,\mathrm{diag}(\ln(1-a_i))\,P^{-1}\right).$$

The condition $a_i<1$ has a physical meaning. An eigenvalue $a_i\ge 1$ would make $1-tXw$ singular at $t=1/a_i$, on the integration path. Within the chosen kernel, a response that diverges there at imaginary frequency signals an instability at that coupling; with an approximate kernel, the instability may be an artefact.

## Replacing the coupling quadrature

For a finite basis and a kernel linear in $t$, a correlation-energy code can use this formula, at each frequency where the conditions above hold, instead of a quadrature over $t$, or use it to test such a quadrature. The correlation integrand contains $\chi_t-X$, so the constant $\mathrm{tr}(vX)$ must still be subtracted. In the usual convention the result is then integrated over positive imaginary frequencies with the prefactor $-1/(2\pi)$.

A code that evaluates the random-phase approximation (RPA), $f=0$, from the eigenvalues of $Xv$ needs three changes to use this formula: it must diagonalise $Xw$ instead and keep the eigenvectors, include the factor $w^{-1}v$, and subtract $\mathrm{tr}(vX)$ itself, which in general no longer equals $\sum_i a_i$. The interaction in the energy is $v$, while the kernel in the response is $w$, and the two cancel only when $f=0$.

## From eigenmodes to logarithms

Start from $XwP=P\,\mathrm{diag}(a_i)$, which gives

$$(1-tXw)P=P\,\mathrm{diag}(1-ta_i).$$

For $0\le t\le1$ every entry $1-ta_i$ is positive: it is at least 1 if $a_i\le0$, and at least $1-a_i>0$ if $0<a_i<1$. The matrix can therefore be inverted in its eigenbasis, and multiplying by $Xw$ gives

$$\chi_t w=(1-tXw)^{-1}Xw=P\,\mathrm{diag}\!\left(\frac{a_i}{1-ta_i}\right)P^{-1}.$$

Multiply by $w^{-1}$ on the right, then by $v$ on the left, and move $w^{-1}$ to the front by cyclicity of the trace:

$$\mathrm{tr}(v\chi_t)=\mathrm{tr}\!\left(w^{-1}v\,P\,\mathrm{diag}\!\left(\frac{a_i}{1-ta_i}\right)P^{-1}\right)=\sum_i c_i\,\frac{a_i}{1-ta_i},\qquad c_i=(P^{-1}w^{-1}vP)_{ii}.$$

The weights $c_i$ don't depend on $t$. Since $-\ln(1-ta_i)$ has derivative $a_i/(1-ta_i)$,

$$\int_0^1\frac{a_i}{1-ta_i}\,dt=-\ln(1-a_i).$$

The integral of the trace is therefore $-\sum_i c_i\ln(1-a_i)$. Reading the sum back as a trace gives the formula.

For $f=0$, cyclicity gives $\mathrm{tr}(v\chi_t)=\mathrm{tr}(\chi_t v)$ directly, so $v$ need not be invertible. With $\mathrm{tr}(vX)=\sum_i a_i$,

$$\int_0^1\mathrm{tr}\big(v(\chi_t-X)\big)\,dt=-\sum_i\big(\ln(1-a_i)+a_i\big)\ge0,$$

where the sign follows from $\ln x\le x-1$ at $x=1-a_i$.

## The Lean file

```lean
import Mathlib

open Matrix

namespace CouplingIntegratedResponse

noncomputable section

variable {n : Type*} [Fintype n] [DecidableEq n]

/-- The response `(1 - t X w)⁻¹ X` at coupling strength `t`, built from the bare response `X` and
the full kernel `w`; where `1 - t X w` is singular, Lean's matrix inverse is 0 and so is this value.
-/
def coupledResponse (X w : Matrix n n ℝ) (t : ℝ) : Matrix n n ℝ :=
  (1 - t • (X * w))⁻¹ * X

/-- Where `1 - t X w` is invertible, the coupled response solves the Dyson equation
`χ = X + t X w χ`. -/
theorem dyson_equation (X w : Matrix n n ℝ) (t : ℝ)
    (hu : IsUnit (1 - t • (X * w)).det) :
    coupledResponse X w t = X + t • (X * w * coupledResponse X w t) := by
  have h : (1 - t • (X * w)) * coupledResponse X w t = X := by
    unfold coupledResponse
    rw [← Matrix.mul_assoc, Matrix.mul_nonsing_inv _ hu, Matrix.one_mul]
  rw [Matrix.sub_mul, Matrix.one_mul, Matrix.smul_mul] at h
  exact sub_eq_iff_eq_add.mp h

/-- For a mode with `a < 1`, the denominator `1 - t a` stays positive for all couplings `t`
between 0 and 1. -/
theorem denominator_pos {a t : ℝ} (ha : a < 1) (ht : t ∈ Set.Icc (0 : ℝ) 1) :
    0 < 1 - t * a := by
  obtain ⟨h0, h1⟩ := ht
  rcases le_total a 0 with h | h
  · nlinarith [mul_nonneg h0 (neg_nonneg.mpr h)]
  · nlinarith [mul_nonneg (sub_nonneg.mpr h1) h]

/-- For `a < 1` the response `a / (1 - t a)` of a single mode is integrable over the coupling
`t` from 0 to 1, and its integral is `-ln (1 - a)`. -/
theorem mode_integral {a : ℝ} (ha : a < 1) :
    IntervalIntegrable (fun t : ℝ => a / (1 - t * a)) MeasureTheory.volume 0 1 ∧
      ∫ t in (0 : ℝ)..1, a / (1 - t * a) = -Real.log (1 - a) := by
  have hne : ∀ t ∈ Set.uIcc (0 : ℝ) 1, 1 - t * a ≠ 0 := by
    intro t ht
    rw [Set.uIcc_of_le zero_le_one] at ht
    exact (denominator_pos ha ht).ne'
  have hc : ContinuousOn (fun t : ℝ => a / (1 - t * a)) (Set.uIcc 0 1) := by
    intro t ht
    have h := hne t ht
    exact ContinuousAt.continuousWithinAt (by fun_prop (disch := assumption))
  -- the antiderivative is `-ln (1 - t a)`
  have hd : ∀ t ∈ Set.uIcc (0 : ℝ) 1,
      HasDerivAt (fun s : ℝ => -Real.log (1 - s * a)) (a / (1 - t * a)) t := by
    intro t ht
    have h1 : HasDerivAt (fun s : ℝ => 1 - s * a) (-a) t :=
      (((hasDerivAt_id' t).mul_const a).const_sub 1).congr_deriv (by ring)
    exact (h1.log (hne t ht)).fun_neg.congr_deriv (by ring)
  exact ⟨hc.intervalIntegrable,
    (intervalIntegral.integral_eq_sub_of_hasDerivAt hd hc.intervalIntegrable).trans (by simp)⟩

/-- If the columns of an invertible `P` are eigenvectors of `X w` with eigenvalues `a i`, and no
`1 - t a i` vanishes, then `χ w` has the same eigenvectors, with eigenvalues
`a i / (1 - t a i)`. -/
theorem response_mul_kernel {X w P : Matrix n n ℝ} {a : n → ℝ} (hP : IsUnit P.det)
    (h : X * w * P = P * diagonal a) {t : ℝ} (ht : ∀ i, 1 - t * a i ≠ 0) :
    coupledResponse X w t * w = P * diagonal (fun i => a i / (1 - t * a i)) * P⁻¹ := by
  have hD : (1 - t • (X * w)) * P = P * diagonal (fun i => 1 - t * a i) := by
    have e : diagonal (fun i => 1 - t * a i) = (1 : Matrix n n ℝ) - t • diagonal a := by
      ext i j
      by_cases hij : i = j
      · subst hij
        simp
      · simp [hij]
    rw [e, Matrix.sub_mul, Matrix.mul_sub, Matrix.smul_mul, Matrix.mul_smul, h,
      Matrix.one_mul, Matrix.mul_one]
  have hd : diagonal (fun i => 1 - t * a i) * diagonal (fun i => (1 - t * a i)⁻¹)
      = (1 : Matrix n n ℝ) := by
    rw [Matrix.diagonal_mul_diagonal, ← Matrix.diagonal_one]
    congr 1
    funext i
    exact mul_inv_cancel₀ (ht i)
  -- invert `1 - t X w` in its eigenbasis
  have hinv : (1 - t • (X * w))⁻¹ = P * diagonal (fun i => (1 - t * a i)⁻¹) * P⁻¹ := by
    apply Matrix.inv_eq_right_inv
    rw [← Matrix.mul_assoc, ← Matrix.mul_assoc, hD, Matrix.mul_assoc P, hd, Matrix.mul_one,
      Matrix.mul_nonsing_inv P hP]
  have hA : X * w = P * diagonal a * P⁻¹ := by
    rw [← h, Matrix.mul_assoc (X * w) P P⁻¹, Matrix.mul_nonsing_inv P hP, Matrix.mul_one]
  unfold coupledResponse
  rw [Matrix.mul_assoc, hinv, hA]
  calc _ = P * (diagonal (fun i => (1 - t * a i)⁻¹) * (P⁻¹ * P) * diagonal a) * P⁻¹ := by
        simp only [Matrix.mul_assoc]
    _ = _ := by
        rw [Matrix.nonsing_inv_mul P hP, Matrix.mul_one, Matrix.diagonal_mul_diagonal]
        simp only [div_eq_inv_mul]

/-- The trace of `M P diag(d) P⁻¹` is the sum of the `d i`, weighted by the diagonal elements
of `P⁻¹ M P`. -/
theorem trace_modes (M P : Matrix n n ℝ) (d : n → ℝ) :
    trace (M * (P * diagonal d * P⁻¹)) = ∑ i, (P⁻¹ * M * P) i i * d i := by
  have e : M * (P * diagonal d * P⁻¹) = (M * P * diagonal d) * P⁻¹ := by
    simp only [Matrix.mul_assoc]
  have e' : P⁻¹ * (M * P * diagonal d) = P⁻¹ * M * P * diagonal d := by
    simp only [Matrix.mul_assoc]
  rw [e, Matrix.trace_mul_comm, e']
  simp only [Matrix.trace, Matrix.diag_apply, Matrix.mul_diagonal]

/-- Coupling-integrated response energy with an exchange-correlation kernel `f`: if `w = v + f`
is invertible and `X w` is diagonalised by an invertible `P` with real eigenvalues `a i < 1`,
the integral of `tr (v χ)` over the coupling is `-tr (w⁻¹ v P diag(ln (1 - a i)) P⁻¹)`. -/
theorem coupling_integral (v f X P : Matrix n n ℝ) (a : n → ℝ)
    (hw : IsUnit (v + f).det) (hP : IsUnit P.det)
    (h : X * (v + f) * P = P * diagonal a) (ha : ∀ i, a i < 1) :
    ∫ t in (0 : ℝ)..1, trace (v * coupledResponse X (v + f) t) =
      -trace ((v + f)⁻¹ * v * (P * diagonal (fun i => Real.log (1 - a i)) * P⁻¹)) := by
  -- `c i` is the weight of mode `i`
  obtain ⟨c, hc⟩ : ∃ c : n → ℝ, ∀ d : n → ℝ,
      trace ((v + f)⁻¹ * v * (P * diagonal d * P⁻¹)) = ∑ i, c i * d i :=
    ⟨fun i => (P⁻¹ * ((v + f)⁻¹ * v) * P) i i, fun d => trace_modes _ P d⟩
  have hi : ∀ i ∈ (Finset.univ : Finset n), IntervalIntegrable
      (fun t : ℝ => c i * (a i / (1 - t * a i))) MeasureTheory.volume 0 1 :=
    fun i _ => (mode_integral (ha i)).1.const_mul (c i)
  calc _ = ∫ t in (0 : ℝ)..1, ∑ i, c i * (a i / (1 - t * a i)) := by
        apply intervalIntegral.integral_congr
        intro t ht
        rw [Set.uIcc_of_le zero_le_one] at ht
        have hχ : coupledResponse X (v + f) t =
            P * diagonal (fun i => a i / (1 - t * a i)) * P⁻¹ * (v + f)⁻¹ := by
          rw [← response_mul_kernel hP h (fun i => (denominator_pos (ha i) ht).ne'),
            Matrix.mul_assoc, Matrix.mul_nonsing_inv _ hw, Matrix.mul_one]
        beta_reduce
        rw [hχ, ← Matrix.mul_assoc, Matrix.trace_mul_comm, ← Matrix.mul_assoc, hc]
    _ = ∑ i, c i * (-Real.log (1 - a i)) := by
        rw [intervalIntegral.integral_finsetSum hi]
        refine Finset.sum_congr rfl fun i _ => ?_
        rw [intervalIntegral.integral_const_mul, (mode_integral (ha i)).2]
    _ = _ := by
        rw [hc]
        simp only [mul_neg, Finset.sum_neg_distrib]

/-- Random-phase approximation (`f = 0`): if `X v` is diagonalised by an invertible `P` with
real eigenvalues `a i < 1`, the coupling integral of `tr (v (χ - X))` is
`-∑ (ln (1 - a i) + a i)`. -/
theorem rpa_integral (v X P : Matrix n n ℝ) (a : n → ℝ) (hP : IsUnit P.det)
    (h : X * v * P = P * diagonal a) (ha : ∀ i, a i < 1) :
    ∫ t in (0 : ℝ)..1, trace (v * (coupledResponse X v t - X)) =
      -∑ i, (Real.log (1 - a i) + a i) := by
  have tr : ∀ d : n → ℝ, trace (P * diagonal d * P⁻¹) = ∑ i, d i := by
    intro d
    rw [Matrix.trace_mul_comm, ← Matrix.mul_assoc, Matrix.nonsing_inv_mul P hP,
      Matrix.one_mul, Matrix.trace_diagonal]
  have hA : X * v = P * diagonal a * P⁻¹ := by
    rw [← h, Matrix.mul_assoc (X * v) P P⁻¹, Matrix.mul_nonsing_inv P hP, Matrix.mul_one]
  have hconst : ∀ i, IntervalIntegrable (fun _ : ℝ => a i) MeasureTheory.volume 0 1 :=
    fun i => continuous_const.intervalIntegrable _ _
  have hi : ∀ i ∈ (Finset.univ : Finset n), IntervalIntegrable
      (fun t : ℝ => a i / (1 - t * a i) - a i) MeasureTheory.volume 0 1 :=
    fun i _ => (mode_integral (ha i)).1.sub (hconst i)
  calc _ = ∫ t in (0 : ℝ)..1, ∑ i, (a i / (1 - t * a i) - a i) := by
        apply intervalIntegral.integral_congr
        intro t ht
        rw [Set.uIcc_of_le zero_le_one] at ht
        beta_reduce
        -- cyclicity of the trace removes the need to invert `v`
        rw [Matrix.mul_sub, Matrix.trace_sub, Matrix.trace_mul_comm v,
          Matrix.trace_mul_comm v X,
          response_mul_kernel hP h (fun i => (denominator_pos (ha i) ht).ne'), hA, tr, tr,
          Finset.sum_sub_distrib]
    _ = ∑ i, -(Real.log (1 - a i) + a i) := by
        rw [intervalIntegral.integral_finsetSum hi]
        refine Finset.sum_congr rfl fun i _ => ?_
        rw [intervalIntegral.integral_sub (mode_integral (ha i)).1 (hconst i),
          (mode_integral (ha i)).2, intervalIntegral.integral_const, smul_eq_mul]
        ring
    _ = _ := by rw [Finset.sum_neg_distrib]

/-- If `X v` is diagonalised by an invertible `P` with real eigenvalues `a i < 1`, the
coupling integral of `tr (v (χ - X))` in the random-phase approximation is nonnegative. -/
theorem rpa_integral_nonneg (v X P : Matrix n n ℝ) (a : n → ℝ) (hP : IsUnit P.det)
    (h : X * v * P = P * diagonal a) (ha : ∀ i, a i < 1) :
    0 ≤ ∫ t in (0 : ℝ)..1, trace (v * (coupledResponse X v t - X)) := by
  rw [rpa_integral v X P a hP h ha, neg_nonneg]
  refine Finset.sum_nonpos fun i _ => ?_
  linarith [Real.log_le_sub_one_of_pos (sub_pos.mpr (ha i))]

/-- The matrices `v = !![3, 1; 1, 3]`, `f = -1`, `X = -2` and `P = !![1, 1; 1, -1]`, with
eigenvalues `-6` and `-2`, meet the hypotheses of `coupling_integral`. -/
theorem coupling_integral_witness :
    IsUnit (!![3, 1; 1, 3] + !![-1, 0; 0, -1] : Matrix (Fin 2) (Fin 2) ℝ).det ∧
    IsUnit (!![1, 1; 1, -1] : Matrix (Fin 2) (Fin 2) ℝ).det ∧
    (!![-2, 0; 0, -2] : Matrix (Fin 2) (Fin 2) ℝ) * (!![3, 1; 1, 3] + !![-1, 0; 0, -1])
      * !![1, 1; 1, -1] = !![1, 1; 1, -1] * diagonal ![-6, -2] ∧
    ∀ i, (![-6, -2] : Fin 2 → ℝ) i < 1 := by
  refine ⟨?_, ?_, ?_, ?_⟩
  · rw [isUnit_iff_ne_zero]
    norm_num [Matrix.det_fin_two]
  · rw [isUnit_iff_ne_zero]
    norm_num [Matrix.det_fin_two]
  · ext i j
    fin_cases i <;> fin_cases j <;>
      norm_num [Matrix.mul_apply, Fin.sum_univ_succ, Matrix.diagonal_apply]
  · intro i
    fin_cases i <;> norm_num

end

end CouplingIntegratedResponse
```

```lean
#print axioms CouplingIntegratedResponse.dyson_equation
#print axioms CouplingIntegratedResponse.coupling_integral
#print axioms CouplingIntegratedResponse.rpa_integral_nonneg
```

```
'CouplingIntegratedResponse.dyson_equation' depends on axioms: [propext, Classical.choice, Quot.sound]
'CouplingIntegratedResponse.coupling_integral' depends on axioms: [propext, Classical.choice, Quot.sound]
'CouplingIntegratedResponse.rpa_integral_nonneg' depends on axioms: [propext, Classical.choice, Quot.sound]
```

## Reading `coupling_integral` as physics

The index type `n` labels the basis functions, and `coupledResponse X (v + f) t` is $\chi_t$. The hypotheses `hw` and `hP` say that $w$ and $P$ are invertible, by requiring their determinants to be units. The hypothesis `h` says that the columns of $P$ are eigenvectors of $Xw$ with eigenvalues `a i`, and `ha` puts those eigenvalues below 1. The conclusion is the displayed formula, without the subtraction of $\mathrm{tr}(vX)$. No matrix has to be symmetric, and $P$ need not be orthogonal.

The proof follows the derivation:

- `dyson_equation` confirms that the definition solves the Dyson equation wherever $1-tXw$ is invertible.
- `denominator_pos` splits on the sign of $a$, as above.
- `mode_integral` proves integrability from continuity, and the value from the antiderivative.
- `response_mul_kernel` checks the proposed inverse by multiplication and obtains the eigenmodes of $\chi_t w$.
- `trace_modes` turns the trace into the weighted sum.

In `coupling_integral`, the first `calc` step rewrites the integrand as that sum, the second integrates term by term, and the third restores the trace. `rpa_integral` repeats the pattern with unit weights, and `rpa_integral_nonneg` applies the logarithm inequality to each term.

`coupling_integral_witness` shows that a nonzero kernel can meet all the hypotheses. Its eigenvectors are unnormalised; the normalised ones are $(1,\pm1)/\sqrt2$, and rescaling them leaves the $c_i$ unchanged. Here the weights are $4/3$ and $2$, so evaluating the formula by hand gives $-\tfrac43\ln7-2\ln3\approx-4.792$, a convenient test value for an implementation.

## Limits for a production code

Linear scaling of $f$ is an assumption. It suits an exchange-only kernel, whereas a correlation kernel generally depends on the coupling in a more complicated way. Real diagonalisability is also assumed, and a code has to establish it for its own matrices. It holds, for example, when $X$ is symmetric negative definite and $w$ is symmetric, because $Xw$ is then similar to a symmetric matrix.

The nonnegative sign is proved for the RPA integral only. The theorems concern one real matrix problem at a time: the frequency integral, basis-set convergence and rounding error are not treated, nor is the accuracy of any particular kernel.
